# Rounding the eigenvalues of a real symmetric matrix at 1/2 gives a nearest orthogonal projector, at most twice the idempotency error away

**Q:** Take X = diag(0.9, 0.2), an almost idempotent density matrix. Rounding gives P = diag(1, 0). But a projector need not be diagonal in the eigenbasis of X. Why is no tilted one closer?

**A:** Let Q project onto the direction (cos θ, sin θ). Its off-diagonal entries are cos θ sin θ, so the squared Frobenius distance is

‖X − Q‖² = (0.9 − cos²θ)² + (0.2 − sin²θ)² + 2 cos²θ sin²θ = 0.85 − 0.8 cos²θ + 0.6 sin²θ.

The quartic terms have combined into cos²θ + sin²θ, and the distance is linear in the two populations. It is smallest at θ = 0, where it equals 0.05. The other two projectors, 0 and the identity, give 0.85 and 0.65.

**Q:** Does that survive in n dimensions?

**A:** Yes. Write X = U diag(d) Uᵀ with U orthogonal, and let R = UᵀQU be the projector Q seen in the eigenbasis. The norm is unchanged by the rotation, because ‖A‖² = tr(AAᵀ) and UᵀU = 1 cancels inside the trace. Since R is symmetric and R² = R,

R_ii = Σ_j R_ij R_ji = Σ_j R_ij².

So the population q_i = R_ii satisfies q_i ≥ 0 and q_i ≥ q_i², which puts it in [0, 1]. Row i of diag(d) − R contributes d_i² − 2d_i q_i + Σ_j R_ij², hence

‖X − Q‖² = Σ_i (d_i² + (1 − 2d_i) q_i).

Let s_i be 1 if d_i > 1/2 and 0 otherwise, and P = U diag(s) Uᵀ. The same formula holds for P with q_i = s_i. Subtracting,

‖X − Q‖² − ‖X − P‖² = Σ_i (1 − 2d_i)(q_i − s_i) = Σ_i |2d_i − 1| |q_i − s_i| ≥ 0.

The absolute values are legitimate because the two factors never have opposite signs: for d_i > 1/2 neither is positive, and for d_i ≤ 1/2 neither is negative.

**Q:** And the factor 2 in ‖X − P‖ ≤ 2‖X − X²‖?

**A:** Both matrices are diagonal in the eigenbasis, with entries d_i − s_i and d_i − d_i² = d_i(1 − d_i). If d_i > 1/2, then |d_i − 1| ≤ 2|d_i| |1 − d_i|, because 2d_i > 1. If d_i ≤ 1/2, then |d_i| ≤ 2|d_i| |1 − d_i|, because 2(1 − d_i) ≥ 1. Square and sum over i. Equality requires every d_i to be 0, 1/2 or 1.

**Q:** Now the formal version. What exactly are its matrices, its norm and its projectors?

**A:** The matrices are real and square, indexed by a finite type `n`, which stands for an orthonormal set of basis functions.

```lean
import Mathlib

open Matrix

namespace NearestProjector

noncomputable section

variable {n : Type*} [Fintype n] [DecidableEq n]
```

The norm is entrywise: `frobSq` sums the squares of all entries, and `frob` is its square root.

```lean
/-- The squared Frobenius norm: the sum of the squares of all entries. -/
def frobSq (A : Matrix n n ℝ) : ℝ := ∑ i, ∑ j, A i j ^ 2

/-- The Frobenius norm of a real matrix. -/
def frob (A : Matrix n n ℝ) : ℝ := √(frobSq A)
```

A projector is symmetric as well as idempotent, so oblique projectors are excluded. This is the idempotency condition on the density matrix of a single determinant, with occupations 0 or 1 per spin orbital.

```lean
/-- A projector is a symmetric idempotent matrix. -/
def IsProjector (Q : Matrix n n ℝ) : Prop := Qᵀ = Q ∧ Q * Q = Q
```

The step occupation sends the tie at 1/2 to 0.

```lean
/-- The step occupation: 1 above one half, 0 otherwise. -/
def occ (x : ℝ) : ℝ := if 1 / 2 < x then 1 else 0
```

**Q:** I see no X in what follows, only U and d.

**A:** X is `spectral U d`, and P is `purified U d`. The theorems assume `Uᵀ * U = 1` and allow eigenvalues outside [0, 1]. Only the uniqueness theorem at the end restricts d, by excluding the value 1/2. Every real symmetric matrix has this form by the spectral theorem, so nothing symmetric is lost.

```lean
/-- The matrix `U diag(d) Uᵀ`. -/
def spectral (U : Matrix n n ℝ) (d : n → ℝ) : Matrix n n ℝ := U * diagonal d * Uᵀ

/-- The purified matrix: each `d i` is replaced by its step occupation. -/
def purified (U : Matrix n n ℝ) (d : n → ℝ) : Matrix n n ℝ :=
  spectral U (fun i => occ (d i))
```

**Q:** How does the proof move to the eigenbasis?

**A:** With three facts about rotation: it respects products, it preserves `frobSq` (by the trace argument above), and it maps projectors to projectors.

```lean
/-- An orthogonal change of basis respects products. -/
theorem rotate_mul {U : Matrix n n ℝ} (hU : Uᵀ * U = 1) (A B : Matrix n n ℝ) :
    (U * A * Uᵀ) * (U * B * Uᵀ) = U * (A * B) * Uᵀ := by
  calc (U * A * Uᵀ) * (U * B * Uᵀ) = U * A * (Uᵀ * U) * B * Uᵀ := by
        simp only [Matrix.mul_assoc]
    _ = U * (A * B) * Uᵀ := by
        rw [hU, Matrix.mul_one, Matrix.mul_assoc U A B]

/-- The Frobenius norm is unchanged by an orthogonal change of basis. -/
theorem frobSq_rotate {U : Matrix n n ℝ} (hU : Uᵀ * U = 1) (A : Matrix n n ℝ) :
    frobSq (U * A * Uᵀ) = frobSq A := by
  have htr : ∀ B : Matrix n n ℝ, frobSq B = trace (B * Bᵀ) := by
    intro B
    simp [frobSq, Matrix.trace, Matrix.mul_apply, pow_two]
  have ht : (U * A * Uᵀ)ᵀ = U * Aᵀ * Uᵀ := by
    simp only [transpose_mul, transpose_transpose, Matrix.mul_assoc]
  rw [htr (U * A * Uᵀ), htr A, ht, rotate_mul hU, trace_mul_comm, ← Matrix.mul_assoc, hU,
    Matrix.one_mul]

/-- An orthogonal change of basis turns projectors into projectors. -/
theorem IsProjector.rotate {U Q : Matrix n n ℝ} (hU : Uᵀ * U = 1) (hQ : IsProjector Q) :
    IsProjector (U * Q * Uᵀ) := by
  refine ⟨?_, by rw [rotate_mul hU, hQ.2]⟩
  simp only [transpose_mul, transpose_transpose, hQ.1, Matrix.mul_assoc]
```

**Q:** Where do the populations acquire their bounds? I would not want 0 ≤ q_i ≤ 1 to be assumed.

**A:** It is derived. `IsProjector.diag` reads the diagonal entry of Q² = Q, uses symmetry to turn it into a sum of squares, and compares that sum with its single term Q_ii².

```lean
omit [DecidableEq n] in
/-- A diagonal entry of a projector is the sum of squares of its row, and lies between
0 and 1. -/
theorem IsProjector.diag {Q : Matrix n n ℝ} (hQ : IsProjector Q) (i : n) :
    Q i i = ∑ j, Q i j ^ 2 ∧ 0 ≤ Q i i ∧ Q i i ≤ 1 := by
  have h : Q i i = ∑ j, Q i j ^ 2 := by
    refine ((congrFun (congrFun hQ.2 i) i).symm.trans Matrix.mul_apply).trans ?_
    refine Finset.sum_congr rfl fun j _ => ?_
    have hs : Q j i = Q i j := congrFun (congrFun hQ.1 i) j
    rw [hs, sq]
  have h0 : 0 ≤ Q i i := by
    rw [h]
    exact Finset.sum_nonneg fun j _ => sq_nonneg _
  have h1 : Q i i ^ 2 ≤ ∑ j, Q i j ^ 2 :=
    Finset.single_le_sum (f := fun j => Q i j ^ 2) (fun j _ => sq_nonneg _)
      (Finset.mem_univ i)
  rw [← h] at h1
  exact ⟨h, h0, by nlinarith⟩
```

The linear distance formula comes next. The proof rotates by Uᵀ, names the rotated projector `R`, and expands each row, treating `i = j` separately. The row identity from `IsProjector.diag` then replaces Σ_j R_ij² by R_ii.

```lean
/-- The squared distance from `U diag(d) Uᵀ` to a projector depends on the projector only
through its populations, the diagonal entries of `Uᵀ Q U`. -/
theorem frobSq_spectral_sub {U Q : Matrix n n ℝ} (hU : Uᵀ * U = 1) (d : n → ℝ)
    (hQ : IsProjector Q) :
    frobSq (spectral U d - Q) = ∑ i, (d i ^ 2 + (1 - 2 * d i) * (Uᵀ * Q * U) i i) := by
  have hU' : U * Uᵀ = 1 := mul_eq_one_comm.mp hU
  have hR : IsProjector (Uᵀ * Q * U) := by
    have h := hQ.rotate (U := Uᵀ) (by rw [transpose_transpose]; exact hU')
    rwa [transpose_transpose] at h
  have hback : U * (Uᵀ * Q * U) * Uᵀ = Q := by
    calc U * (Uᵀ * Q * U) * Uᵀ = (U * Uᵀ) * Q * (U * Uᵀ) := by
          simp only [Matrix.mul_assoc]
      _ = Q := by rw [hU', Matrix.one_mul, Matrix.mul_one]
  -- go to the eigenbasis
  have hX : spectral U d - Q = U * (diagonal d - Uᵀ * Q * U) * Uᵀ := by
    rw [Matrix.mul_sub, Matrix.sub_mul, hback, spectral]
  rw [hX, frobSq_rotate hU]
  generalize Uᵀ * Q * U = R at hR
  unfold frobSq
  refine Finset.sum_congr rfl fun i _ => ?_
  have hrow : ∀ j, (diagonal d - R) i j ^ 2
      = (if i = j then d i ^ 2 - 2 * d i * R i i else 0) + R i j ^ 2 := by
    intro j
    by_cases hij : i = j
    · subst hij
      simp only [Matrix.sub_apply, Matrix.diagonal_apply_eq, ↓reduceIte]
      ring
    · simp [hij]
  simp only [hrow, Finset.sum_add_distrib, Finset.sum_ite_eq, Finset.mem_univ, ↓reduceIte]
  rw [← (hR.diag i).1]
  ring
```

`frobSq_errors` evaluates the two errors that are diagonal in the eigenbasis, ‖X − P‖² and ‖X − X²‖².

```lean
/-- The squared purification error and the squared idempotency error as sums over the
spectrum. -/
theorem frobSq_errors {U : Matrix n n ℝ} (hU : Uᵀ * U = 1) (d : n → ℝ) :
    frobSq (spectral U d - purified U d) = ∑ i, (d i - occ (d i)) ^ 2 ∧
    frobSq (spectral U d - spectral U d * spectral U d) = ∑ i, (d i - d i ^ 2) ^ 2 := by
  have key : ∀ e : n → ℝ, frobSq (spectral U d - spectral U e) = ∑ i, (d i - e i) ^ 2 := by
    intro e
    have h : spectral U d - spectral U e = U * diagonal (fun i => d i - e i) * Uᵀ := by
      have hd : diagonal (fun i => d i - e i) = diagonal d - diagonal e :=
        (Matrix.diagonal_sub d e).symm
      rw [hd, Matrix.mul_sub, Matrix.sub_mul, spectral, spectral]
    rw [h, frobSq_rotate hU]
    simp [frobSq, Matrix.diagonal_apply, ite_pow]
  refine ⟨key _, ?_⟩
  have hsq : spectral U d * spectral U d = spectral U (fun i => d i * d i) := by
    unfold spectral
    rw [rotate_mul hU, Matrix.diagonal_mul_diagonal]
  rw [hsq, key]
  exact Finset.sum_congr rfl fun i _ => by ring
```

`excess_distance` is the subtraction done above, with the case split at 1/2 settling the signs.

```lean
/-- The excess squared distance of a projector `Q` over the purified matrix is a sum of
population differences weighted by `|2 d i - 1|`. -/
theorem excess_distance {U Q : Matrix n n ℝ} (hU : Uᵀ * U = 1) (d : n → ℝ)
    (hQ : IsProjector Q) :
    frobSq (spectral U d - Q) - frobSq (spectral U d - purified U d)
      = ∑ i, |2 * d i - 1| * |(Uᵀ * Q * U) i i - occ (d i)| := by
  have hR : IsProjector (Uᵀ * Q * U) := by
    have h := hQ.rotate (U := Uᵀ) (by rw [transpose_transpose]; exact mul_eq_one_comm.mp hU)
    rwa [transpose_transpose] at h
  rw [frobSq_spectral_sub hU d hQ, (frobSq_errors hU d).1, ← Finset.sum_sub_distrib]
  refine Finset.sum_congr rfl fun i _ => ?_
  obtain ⟨-, h0, h1⟩ := hR.diag i
  by_cases h : 1 / 2 < d i
  · rw [occ, if_pos h, abs_of_nonneg (by linarith), abs_of_nonpos (by linarith)]
    ring
  · rw [occ, if_neg h, abs_of_nonpos (by linarith), abs_of_nonneg (by linarith)]
    ring
```

**Q:** Is the constant 2 merely sufficient?

**A:** `error_bound` also characterises equality. For the inequality, Lean uses the squared differences in factored form:

4(x − x²)² − (x − 1)² = (x − 1)²(2x − 1)(2x + 1) for x > 1/2,

4(x − x²)² − x² = x²(1 − 2x)(3 − 2x) for x ≤ 1/2.

Both are nonnegative, and their zeros in the respective ranges are x = 1, and x = 0 or 1/2. A sum of termwise inequalities is an equality only if every term is, which gives the condition on all `d i`. The 1×1 matrix X = (1/2) attains the bound with a nonzero error: the distance is 1/2 and the idempotency error is 1/4.

```lean
/-- The purification error is at most twice the idempotency error, with equality exactly
when every `d i` is 0, 1/2 or 1. -/
theorem error_bound {U : Matrix n n ℝ} (hU : Uᵀ * U = 1) (d : n → ℝ) :
    frob (spectral U d - purified U d)
      ≤ 2 * frob (spectral U d - spectral U d * spectral U d) ∧
    (frob (spectral U d - purified U d)
      = 2 * frob (spectral U d - spectral U d * spectral U d) ↔
      ∀ i, d i = 0 ∨ d i = 1 / 2 ∨ d i = 1) := by
  -- the scalar inequality and its equality cases
  have hpt : ∀ x : ℝ, (x - occ x) ^ 2 ≤ 4 * (x - x ^ 2) ^ 2 ∧
      ((x - occ x) ^ 2 = 4 * (x - x ^ 2) ^ 2 ↔ x = 0 ∨ x = 1 / 2 ∨ x = 1) := by
    intro x
    refine ⟨?_, ?_, ?_⟩
    · by_cases h : 1 / 2 < x
      · rw [occ, if_pos h]
        have := mul_nonneg (sq_nonneg (x - 1))
          (mul_nonneg (show 0 ≤ 2 * x - 1 by linarith) (show 0 ≤ 2 * x + 1 by linarith))
        linarith
      · rw [occ, if_neg h]
        have := mul_nonneg (sq_nonneg x)
          (mul_nonneg (show 0 ≤ 1 - 2 * x by linarith) (show 0 ≤ 3 - 2 * x by linarith))
        linarith
    · intro he
      by_cases h : 1 / 2 < x
      · rw [occ, if_pos h] at he
        have hz : (x - 1) ^ 2 * ((2 * x - 1) * (2 * x + 1)) = 0 := by linear_combination -he
        have hp : 0 < (2 * x - 1) * (2 * x + 1) := mul_pos (by linarith) (by linarith)
        have h1 := pow_eq_zero_iff (two_ne_zero) |>.mp
          ((mul_eq_zero.mp hz).resolve_right hp.ne')
        exact Or.inr (Or.inr (by linarith))
      · rw [occ, if_neg h] at he
        have hz : x ^ 2 * ((1 - 2 * x) * (3 - 2 * x)) = 0 := by linear_combination -he
        rcases mul_eq_zero.mp hz with h1 | h1
        · exact Or.inl (pow_eq_zero_iff (two_ne_zero) |>.mp h1)
        · rcases mul_eq_zero.mp h1 with h2 | h2
          · exact Or.inr (Or.inl (by linarith))
          · exact absurd (show 1 / 2 < x by linarith) h
    · rintro (rfl | rfl | rfl) <;> norm_num [occ]
  obtain ⟨h1, h2⟩ := frobSq_errors hU d
  have hnn : ∀ A : Matrix n n ℝ, 0 ≤ frobSq A := fun A =>
    Finset.sum_nonneg fun i _ => Finset.sum_nonneg fun j _ => sq_nonneg _
  have h4 : √(4 : ℝ) = 2 := by
    rw [show (4 : ℝ) = 2 ^ 2 by norm_num, Real.sqrt_sq (by norm_num)]
  have hs : 2 * frob (spectral U d - spectral U d * spectral U d)
      = √(4 * frobSq (spectral U d - spectral U d * spectral U d)) := by
    rw [frob, Real.sqrt_mul (by norm_num), h4]
  rw [hs, frob]
  constructor
  · apply Real.sqrt_le_sqrt
    rw [h1, h2, Finset.mul_sum]
    exact Finset.sum_le_sum fun i _ => (hpt (d i)).1
  · rw [Real.sqrt_inj (hnn _) (mul_nonneg (by norm_num) (hnn _)), h1, h2, Finset.mul_sum,
      Finset.sum_eq_sum_iff_of_le fun i _ => (hpt (d i)).1]
    exact ⟨fun h i => (hpt (d i)).2.1 (h i (Finset.mem_univ i)),
      fun h i _ => (hpt (d i)).2.2 (h i)⟩
```

**Q:** Then which statement do I quote?

**A:** `purified_nearest`. It says that P is a projector, that every projector Q is at least as far from X as P is, and that the error bound holds. Minimality follows because the excess is a sum of nonnegative terms.

```lean
/-- The purified matrix is a projector, no projector is closer to `U diag(d) Uᵀ` in
Frobenius norm, and its distance is at most twice the idempotency error. -/
theorem purified_nearest {U : Matrix n n ℝ} (hU : Uᵀ * U = 1) (d : n → ℝ) :
    IsProjector (purified U d) ∧
    (∀ Q, IsProjector Q →
      frob (spectral U d - purified U d) ≤ frob (spectral U d - Q)) ∧
    frob (spectral U d - purified U d)
      ≤ 2 * frob (spectral U d - spectral U d * spectral U d) := by
  refine ⟨?_, fun Q hQ => ?_, (error_bound hU d).1⟩
  · refine IsProjector.rotate hU ⟨Matrix.diagonal_transpose _, ?_⟩
    rw [Matrix.diagonal_mul_diagonal]
    congr 1
    funext i
    by_cases h : 1 / 2 < d i <;> simp only [occ, h, ↓reduceIte] <;> norm_num
  · -- the excess distance is a sum of nonnegative terms
    apply Real.sqrt_le_sqrt
    have h := excess_distance hU d hQ
    have h0 : 0 ≤ ∑ i, |2 * d i - 1| * |(Uᵀ * Q * U) i i - occ (d i)| :=
      Finset.sum_nonneg fun i _ => mul_nonneg (abs_nonneg _) (abs_nonneg _)
    linarith
```

**Q:** "A nearest projector" is weaker than "the nearest projector".

**A:** At d_i = 1/2 it has to be: for X = (1/2), both 0 and 1 are at distance 1/2. If no `d i` equals 1/2, `purified_unique` shows that any projector at least as close as P is P itself. Zero excess forces q_i = s_i for all i. The distance formula, applied with P in the role of X, then gives

‖P − Q‖² = Σ_i (s_i² + (1 − 2s_i) s_i) = Σ_i (s_i − s_i²) = 0,

and every entry of P − Q vanishes.

```lean
/-- If no `d i` equals one half, a projector at least as close to `U diag(d) Uᵀ` as the
purified matrix is the purified matrix. -/
theorem purified_unique {U Q : Matrix n n ℝ} (hU : Uᵀ * U = 1) (d : n → ℝ)
    (hd : ∀ i, d i ≠ 1 / 2) (hQ : IsProjector Q)
    (h : frob (spectral U d - Q) ≤ frob (spectral U d - purified U d)) :
    Q = purified U d := by
  have hnn : 0 ≤ frobSq (spectral U d - purified U d) :=
    Finset.sum_nonneg fun i _ => Finset.sum_nonneg fun j _ => sq_nonneg _
  have hle := (Real.sqrt_le_sqrt_iff hnn).mp h
  have hex := excess_distance hU d hQ
  have hterm : ∀ i ∈ Finset.univ,
      0 ≤ |2 * d i - 1| * |(Uᵀ * Q * U) i i - occ (d i)| :=
    fun i _ => mul_nonneg (abs_nonneg _) (abs_nonneg _)
  have hsum := le_antisymm (by linarith) (Finset.sum_nonneg hterm)
  -- zero excess fixes every population
  have hpop : ∀ i, (Uᵀ * Q * U) i i = occ (d i) := by
    intro i
    have hi := (Finset.sum_eq_zero_iff_of_nonneg hterm).mp hsum i (Finset.mem_univ i)
    rcases mul_eq_zero.mp hi with h1 | h1
    · exact absurd (by linarith [abs_eq_zero.mp h1]) (hd i)
    · linarith [abs_eq_zero.mp h1]
  -- equal populations force zero distance between the two projectors
  have hz : frobSq (purified U d - Q) = 0 := by
    rw [purified, frobSq_spectral_sub hU _ hQ]
    refine Finset.sum_eq_zero fun i _ => ?_
    rw [hpop i]
    by_cases hi : 1 / 2 < d i <;> simp only [occ, hi, ↓reduceIte] <;> norm_num
  ext i j
  have hi := (Finset.sum_eq_zero_iff_of_nonneg
    (fun i _ => Finset.sum_nonneg fun j _ => sq_nonneg _)).mp hz i (Finset.mem_univ i)
  have hij := (Finset.sum_eq_zero_iff_of_nonneg
    (fun j _ => sq_nonneg _)).mp hi j (Finset.mem_univ j)
  have h0 := pow_eq_zero_iff (two_ne_zero) |>.mp hij
  rw [Matrix.sub_apply] at h0
  linarith

end

end NearestProjector
```

```lean
#print axioms NearestProjector.purified_nearest
#print axioms NearestProjector.purified_unique
```

```
'NearestProjector.purified_nearest' depends on axioms: [propext, Classical.choice, Quot.sound]
'NearestProjector.purified_unique' depends on axioms: [propext, Classical.choice, Quot.sound]
```

**Q:** What does this tell me about a purification run?

**A:** For a finite real symmetric density matrix in an orthonormal basis, ‖X − X²‖ can be computed without diagonalisation, and twice that number bounds the distance to the nearest single-determinant density matrix. It does not say that this determinant is the ground state, or that a particular iteration converges to it. Complex Hermitian matrices and non-orthogonal bases with an overlap matrix are not treated.

**Q:** Nor is the electron number fixed. With d = (0.7, 0.7, 0.6) the trace of X is 2, but P holds three electrons.

**A:** Right. The distance formula also finds a nearest projector under that constraint. For projectors of trace N the populations sum to N, so

‖X − Q‖² = Σ_i d_i² + N − 2 Σ_i d_i q_i.

With 0 ≤ q_i ≤ 1, the last sum is largest when the N largest d_i are fully occupied. Filling the eigenvectors of X that belong to its N largest eigenvalues therefore gives a nearest N-electron projector, wherever 1/2 happens to lie. The factor 2 does not carry over, even if X has trace N: for five eigenvalues 0.6 and N = 3, the squared distance is 1.2, but 4‖X − X²‖² is only 1.152. This variant is argued here by hand only; the Lean theorems leave the trace free.
